# The difference density of an excitation does not determine its charge-transfer weight

Consider two excitations of a dimer, with the hole's fragment labelling the rows and the electron's fragment the columns:

$$T_1=\frac1{\sqrt2}\begin{pmatrix}1&0\\0&1\end{pmatrix},\qquad T_2=\frac1{\sqrt2}\begin{pmatrix}0&1\\1&0\end{pmatrix}.$$

They have the same hole matrix, $TT^\dagger=\tfrac12\mathbb 1$, and the same electron matrix, $T^\dagger T=\tfrac12\mathbb 1$. Yet in $T_1$ electron and hole always share a fragment, and in $T_2$ they never do: the charge-transfer weight $\sum_{i\ne j}|T_{ij}|^2$ is 0 for the first and 1 for the second. $T_2$ is a charge-resonance state, an equal superposition of the two opposite transfers. More generally, for two or more fragments with one occupied and one virtual orbital each, no function of the difference density returns this weight for every normalised excitation. In excited-state analysis within this model, a vanishing net charge shift therefore does not prove that an excitation is local.

## One occupied and one virtual orbital on each fragment

The excited state is a superposition of single excitations from one reference determinant, and $T_{ij}$ is the amplitude for a hole on fragment $i$ and an electron on fragment $j$. The orbitals are taken to be orthonormal and fixed, with no orbital relaxation. Removing the hole from the occupied orbitals and adding the electron to the virtual ones gives the difference density matrix

$$\Delta=\begin{pmatrix}-TT^\dagger&0\\0&T^\dagger T\end{pmatrix}.$$

In Lean, `n` is a finite type of fragments, and `Matrix n n ℂ` uses it for both rows and columns. This shared label gives the condition $i\neq j$ its meaning. The type `n ⊕ n` lists the occupied orbitals first and the virtual ones second.

```lean
import Mathlib

open Matrix

namespace DifferenceDensityChargeResonance

noncomputable section

variable {n : Type*} [Fintype n] [DecidableEq n]

/-- The hole density matrix `T T*` of a transition density matrix `T`, whose rows label the
fragment of the hole and whose columns label the fragment of the electron. -/
def holeMatrix (T : Matrix n n ℂ) : Matrix n n ℂ := T * Tᴴ

/-- The electron density matrix `T* T` of a transition density matrix. -/
def electronMatrix (T : Matrix n n ℂ) : Matrix n n ℂ := Tᴴ * T

/-- The difference density matrix: the hole is removed from the occupied block and the
electron is added to the virtual block. -/
def differenceDensity (T : Matrix n n ℂ) : Matrix (n ⊕ n) (n ⊕ n) ℂ :=
  Matrix.fromBlocks (-holeMatrix T) 0 0 (electronMatrix T)

/-- The interfragment (charge-transfer) weight: the sum of `|T i j|²` over `i ≠ j`. -/
def ctWeight (T : Matrix n n ℂ) : ℝ :=
  ∑ i, ∑ j, if i = j then (0 : ℝ) else ‖T i j‖ ^ 2
```

With several orbitals per fragment, the weight would sum over blocks of $T$ instead of single entries. With overlapping orbitals, the overlap matrix would enter these formulas. Neither case is treated here.

## The amplitude $1/\sqrt2$

For a symmetric dimer with local amplitude $z$ and transfer amplitude $w$, write

$$D(z,w)=\begin{pmatrix}z&w\\w&z\end{pmatrix}.$$

Multiplying out, both $DD^\dagger$ and $D^\dagger D$ have diagonal entries $|z|^2+|w|^2$ and off-diagonal entries $z\bar w+w\bar z$. The weight collects the two off-diagonal entries of $D$ itself and equals $2|w|^2$.

```lean
/-- A symmetric dimer excitation with local amplitude `z` and charge-transfer amplitude `w`. -/
def dimer (z w : ℂ) : Matrix (Fin 2) (Fin 2) ℂ := !![z, w; w, z]

/-- The hole and electron matrices of a symmetric dimer excitation, in terms of its amplitudes. -/
theorem dimer_densities (z w : ℂ) :
    holeMatrix (dimer z w) = dimer (z * star z + w * star w) (z * star w + w * star z) ∧
    electronMatrix (dimer z w) =
      dimer (z * star z + w * star w) (z * star w + w * star z) := by
  constructor <;> ext i j <;> fin_cases i <;> fin_cases j <;>
    simp [holeMatrix, electronMatrix, dimer, Matrix.mul_apply, Fin.sum_univ_two] <;> ring

/-- The charge-transfer weight of a symmetric dimer excitation is `2 |w|²`. -/
theorem dimer_ctWeight (z w : ℂ) : ctWeight (dimer z w) = 2 * ‖w‖ ^ 2 := by
  simp [ctWeight, dimer, Fin.sum_univ_two]
  ring
```

The first proof checks the four entries of each product separately; the second expands the double sum.

Setting $(z,w)=(s,0)$ and then $(0,s)$ leaves the diagonal at $|s|^2$ and the off-diagonal at zero in both cases. The hypothesis `hs` says $s=1/\sqrt2$, which normalises the state, with total probability $2|s|^2=1$, and also chooses $s$ real and positive. By hand and in the proof it is needed only for the last claim, that the second weight is 1. For any other $s$ the densities still agree, and the weights are 0 and $2|s|^2$.

```lean
/-- The excitations `diag(1,1)/√2` and `[[0,1],[1,0]]/√2` have the same hole matrix and the same
electron matrix, but charge-transfer weights 0 and 1. -/
theorem dimer_counterexample (s : ℂ) (hs : s = ((1 / √2 : ℝ) : ℂ)) :
    holeMatrix (dimer s 0) = holeMatrix (dimer 0 s) ∧
    electronMatrix (dimer s 0) = electronMatrix (dimer 0 s) ∧
    ctWeight (dimer s 0) = 0 ∧ ctWeight (dimer 0 s) = 1 := by
  refine ⟨?_, ?_, ?_, ?_⟩
  · rw [(dimer_densities s 0).1, (dimer_densities 0 s).1]
    simp
  · rw [(dimer_densities s 0).2, (dimer_densities 0 s).2]
    simp
  · rw [dimer_ctWeight]
    simp
  · rw [dimer_ctWeight, hs, Complex.norm_real, Real.norm_eq_abs, sq_abs, div_pow,
      Real.sq_sqrt (by norm_num)]
    norm_num
```

## A weight between 0 and 1, and a relative phase

The pair above consists of two extremes. Intermediate weights $p$ are reached by superposing them with

$$z=a=\sqrt{\frac{1-p}2},\qquad w=\mathrm i\,b,\quad b=\sqrt{\frac p2}.$$

Then $|z|^2+|w|^2=\frac{1-p}2+\frac p2=\frac12$, the coherence is $z\bar w+w\bar z=-\mathrm i\,ab+\mathrm i\,ab=0$, and the weight is $2b^2=p$. Both density matrices stay at $\tfrac12\mathbb 1$ throughout.

The conditions $0\le p\le1$ make $p$ a probability. They enter by hand when the roots are squared, and in the proof at the same place: `h1` serves `ha` and `h0` serves `hb`. Outside this range no normalised excitation has weight $p$, since the weight is part of a sum of non-negative terms equal to 1.

```lean
/-- Superposing local and charge-transfer amplitudes with a relative phase `i` gives every
charge-transfer weight `p` between 0 and 1 at fixed hole and electron matrices. -/
theorem dimer_every_weight (p : ℝ) (h0 : 0 ≤ p) (h1 : p ≤ 1) :
    let T := dimer (√((1 - p) / 2) : ℝ) (Complex.I * (√(p / 2) : ℝ))
    holeMatrix T = dimer (1 / 2) 0 ∧ electronMatrix T = dimer (1 / 2) 0 ∧ ctWeight T = p := by
  intro T
  have ha : √((1 - p) / 2) * √((1 - p) / 2) = (1 - p) / 2 :=
    Real.mul_self_sqrt (by linarith)
  have hb : √(p / 2) * √(p / 2) = p / 2 := Real.mul_self_sqrt (by linarith)
  dsimp only [T]
  generalize √((1 - p) / 2) = a at *
  generalize √(p / 2) = b at *
  have haC : (a : ℂ) * a = (1 - p) / 2 := by exact_mod_cast ha
  have hbC : (b : ℂ) * b = p / 2 := by exact_mod_cast hb
  have sa : star (a : ℂ) = a := Complex.conj_ofReal a
  have sb : star (Complex.I * (b : ℂ)) = -(Complex.I * b) := by
    rw [star_mul, show star (b : ℂ) = b from Complex.conj_ofReal b,
      show star Complex.I = -Complex.I from Complex.conj_I]
    ring
  -- the populations add up to one half, and the phase cancels the coherence
  have e1 : (a : ℂ) * star (a : ℂ) + Complex.I * b * star (Complex.I * (b : ℂ)) = 1 / 2 := by
    rw [sa, sb]
    linear_combination haC + hbC - (b : ℂ) * b * Complex.I_sq
  have e2 : (a : ℂ) * star (Complex.I * (b : ℂ)) + Complex.I * b * star (a : ℂ) = 0 := by
    rw [sa, sb]
    ring
  refine ⟨?_, ?_, ?_⟩
  · rw [(dimer_densities _ _).1, e1, e2]
  · rw [(dimer_densities _ _).2, e1, e2]
  · rw [dimer_ctWeight, norm_mul, Complex.norm_I, one_mul, Complex.norm_real,
      Real.norm_eq_abs, sq_abs]
    linear_combination 2 * hb
```

In the proof, `e1` is the population sum and `e2` the cancelled coherence; both are then inserted into the dimer formulas.

The factor $\mathrm i$ is easily forgotten. With real amplitudes $a$ and $b$ the populations are still $\tfrac12$, but the off-diagonal entries become $2ab=\sqrt{p(1-p)}$. The density matrices then change with $p$, and the family no longer shows what it was built to show. This concerns the symmetric form $D(z,w)$ only: the real matrix with rows $(a,b)$ and $(-b,a)$ also has both density matrices equal to $\tfrac12\mathbb 1$ and weight $2b^2=p$.

## One electron position for each hole position

For $N\ge1$ fragments, let a hole on $i$ always come with an electron on $\sigma(i)$:

$$T_{ij}=\frac1{\sqrt N}\,\delta_{\sigma(i),j}.$$

The hypothesis is that $\sigma$ is a permutation, so that every fragment receives the electron exactly once. The hole matrix is

$$(TT^\dagger)_{ij}=\sum_k T_{ik}\overline{T_{jk}}=\frac1N\delta_{\sigma(i),\sigma(j)}=\frac1N\delta_{ij},$$

because distinct fragments have distinct images. The electron matrix is

$$(T^\dagger T)_{ij}=\sum_k\overline{T_{ki}}\,T_{kj}=\frac1N\sum_k\delta_{\sigma(k),i}\,\delta_{\sigma(k),j}=\frac1N\delta_{ij},$$

because exactly one $k$ is sent to $i$. Row $i$ of $T$ contributes $1/N$ to the charge-transfer weight if $\sigma(i)\ne i$ and nothing otherwise, so the weight is the fraction of fragments that $\sigma$ moves.

```lean
/-- The amplitude `1/√N` of an excitation spread evenly over `N` fragments. -/
def amplitude (N : ℕ) : ℝ := (√(N : ℝ))⁻¹

lemma amplitude_sq (N : ℕ) : amplitude N ^ 2 = (N : ℝ)⁻¹ := by
  unfold amplitude
  rw [inv_pow, Real.sq_sqrt (Nat.cast_nonneg N)]

/-- The excitation in which a hole on fragment `i` is always accompanied by an electron on
fragment `σ i`, with equal amplitudes for all `i`. -/
def permExciton (σ : Equiv.Perm n) : Matrix n n ℂ :=
  Matrix.of fun i j => if σ i = j then (amplitude (Fintype.card n) : ℂ) else 0

/-- Whatever the permutation `σ`, the hole and electron matrices are both the identity divided
by the number of fragments. -/
theorem permExciton_densities (σ : Equiv.Perm n) :
    holeMatrix (permExciton σ) = (Fintype.card n : ℂ)⁻¹ • (1 : Matrix n n ℂ) ∧
    electronMatrix (permExciton σ) = (Fintype.card n : ℂ)⁻¹ • (1 : Matrix n n ℂ) := by
  have h : (amplitude (Fintype.card n) : ℂ) * amplitude (Fintype.card n)
      = (Fintype.card n : ℂ)⁻¹ := by
    rw [← Complex.ofReal_mul, ← pow_two, amplitude_sq]
    simp
  constructor
  · ext i j
    by_cases hij : i = j
    · subst hij
      simp [holeMatrix, permExciton, Matrix.mul_apply, h]
    · simp [holeMatrix, permExciton, Matrix.mul_apply, hij, Ne.symm hij]
  · ext i j
    -- relabel the summed hole index by the permutation
    have e : electronMatrix (permExciton σ) i j =
        ∑ k, star (if k = i then (amplitude (Fintype.card n) : ℂ) else 0) *
          (if k = j then (amplitude (Fintype.card n) : ℂ) else 0) := by
      simp only [electronMatrix, Matrix.mul_apply, Matrix.conjTranspose_apply, permExciton,
        Matrix.of_apply]
      exact Equiv.sum_comp σ (fun k =>
        star (if k = i then (amplitude (Fintype.card n) : ℂ) else 0) *
          (if k = j then (amplitude (Fintype.card n) : ℂ) else 0))
    rw [e]
    by_cases hij : i = j
    · subst hij
      simp [h]
    · simp [hij, Ne.symm hij]

/-- The charge-transfer weight is the fraction of fragments that `σ` moves. -/
theorem permExciton_ctWeight (σ : Equiv.Perm n) :
    ctWeight (permExciton σ) =
      ((Finset.univ.filter fun i => σ i ≠ i).card : ℝ) / Fintype.card n := by
  have row : ∀ i, (∑ j, if i = j then (0 : ℝ) else ‖permExciton σ i j‖ ^ 2) =
      if σ i ≠ i then (Fintype.card n : ℝ)⁻¹ else 0 := by
    intro i
    rw [Finset.sum_eq_single (σ i)]
    · by_cases h : σ i = i
      · simp [h]
      · simp [permExciton, h, Ne.symm h, amplitude_sq]
    · intro j _ hj
      simp [permExciton, Ne.symm hj]
    · intro h
      exact absurd (Finset.mem_univ _) h
  unfold ctWeight
  rw [Finset.sum_congr rfl (fun i _ => row i), ← Finset.sum_filter, Finset.sum_const,
    nsmul_eq_mul, div_eq_mul_inv]
```

The type `Equiv.Perm n` carries the hypothesis. For the hole matrix, simplification uses that $\sigma(i)=\sigma(j)$ forces $i=j$. For the electron matrix, `Equiv.sum_comp` replaces the sum over $k$ by a sum over $\sigma(k)$. In the last theorem, `row` evaluates one row, and the remaining sum counts the moved fragments.

Without a permutation the argument fails. If $\sigma$ sent every hole position to the same fragment, the electron matrix would have a single entry 1 there, and every entry of the hole matrix would be $1/N$.

## At least two fragments, and a normalised state

The general theorem supposes a function $f$ with $f(\Delta)$ equal to the charge-transfer weight for every normalised $T$. Here $f$ is arbitrary: it may be non-linear or discontinuous, and may depend on the number of fragments, but it must be chosen before $T$.

Take two distinct fragments, now called $a$ and $b$. Compare the identity permutation with the exchange of $a$ and $b$. Both excitations have $TT^\dagger=T^\dagger T=\mathbb 1/N$, hence the same $\Delta$, so $f$ must give them the same value. Their weights are 0 and $2/N$, a contradiction.

```lean
/-- For two or more fragments, no function of the difference density gives the charge-transfer
weight of every normalised excitation. -/
theorem no_ctWeight_from_differenceDensity [Nontrivial n] :
    ¬ ∃ f : Matrix (n ⊕ n) (n ⊕ n) ℂ → ℝ, ∀ T : Matrix n n ℂ,
      (holeMatrix T).trace = 1 → ctWeight T = f (differenceDensity T) := by
  rintro ⟨f, hf⟩
  obtain ⟨a, b, hab⟩ := exists_pair_ne n
  have hN : (Fintype.card n : ℂ) ≠ 0 := Nat.cast_ne_zero.mpr Fintype.card_ne_zero
  have tr : ∀ σ : Equiv.Perm n, (holeMatrix (permExciton σ)).trace = 1 := by
    intro σ
    rw [(permExciton_densities σ).1, Matrix.trace_smul, Matrix.trace_one, smul_eq_mul,
      inv_mul_cancel₀ hN]
  have same : differenceDensity (permExciton (1 : Equiv.Perm n)) =
      differenceDensity (permExciton (Equiv.swap a b)) := by
    unfold differenceDensity
    rw [(permExciton_densities 1).1, (permExciton_densities 1).2,
      (permExciton_densities (Equiv.swap a b)).1, (permExciton_densities (Equiv.swap a b)).2]
  -- the local excitation has weight zero, the exchanged one a positive weight
  have zero : ctWeight (permExciton (1 : Equiv.Perm n)) = 0 := by
    rw [permExciton_ctWeight]
    simp
  have pos : 0 < ctWeight (permExciton (Equiv.swap a b)) := by
    rw [permExciton_ctWeight]
    have hc : 0 < (Finset.univ.filter fun i => Equiv.swap a b i ≠ i).card :=
      Finset.card_pos.mpr ⟨a, Finset.mem_filter.mpr
        ⟨Finset.mem_univ a, by rw [Equiv.swap_apply_left]; exact hab.symm⟩⟩
    exact div_pos (Nat.cast_pos.mpr hc) (Nat.cast_pos.mpr Fintype.card_pos)
  rw [hf _ (tr _), ← same, ← hf _ (tr _), zero] at pos
  exact lt_irrefl _ pos
```

`Nontrivial n` says that there are at least two fragments. The proof uses it to obtain `a` and `b`, and Lean also infers from it that the number of fragments is not zero. With a single fragment there is nowhere to transfer charge: the weight is always 0, and $f=0$ succeeds.

The condition `(holeMatrix T).trace = 1` is normalisation, since $\operatorname{tr}TT^\dagger=\sum_{ij}|T_{ij}|^2$. By hand it holds because $N\cdot\frac1N=1$; in the proof this is `tr`. It restricts the excitations on which $f$ has to succeed, which makes the impossibility stronger. Without it, $f$ would face more excitations and would fail on the same two.

The step `same` states that the difference densities coincide, while `zero` and `pos` give the two weights. Positivity of the second is enough, so its value $2/N$ is not computed there.

## No condition on $T$: a lower bound that survives

The difference density does limit the charge-transfer weight from below. The electron population minus the hole population on fragment $i$ is

$$q_i=(T^\dagger T)_{ii}-(TT^\dagger)_{ii}=\sum_k\left(|T_{ki}|^2-|T_{ik}|^2\right).$$

The term $k=i$ cancels. The triangle inequality then gives

$$\sum_i|q_i|\le\sum_i\sum_{k\ne i}\left(|T_{ki}|^2+|T_{ik}|^2\right)=2\sum_{i\ne j}|T_{ij}|^2,$$

since each off-diagonal entry is counted twice. Neither normalisation nor a minimum number of fragments is needed.

```lean
/-- The absolute differences of electron and hole populations, summed over the fragments, are at
most twice the charge-transfer weight. -/
theorem net_transfer_le_ctWeight (T : Matrix n n ℂ) :
    ∑ i, |(electronMatrix T i i).re - (holeMatrix T i i).re| ≤ 2 * ctWeight T := by
  have sq : ∀ z : ℂ, (z * star z).re = ‖z‖ ^ 2 := by
    intro z
    rw [← Complex.normSq_eq_norm_sq, Complex.normSq_apply]
    simp [Complex.mul_re]
  have diff : ∀ i, (electronMatrix T i i).re - (holeMatrix T i i).re =
      ∑ k, (‖T k i‖ ^ 2 - ‖T i k‖ ^ 2) := by
    intro i
    simp only [electronMatrix, holeMatrix, Matrix.mul_apply, Matrix.conjTranspose_apply,
      Complex.re_sum, Finset.sum_sub_distrib, mul_comm (star (T _ i)) (T _ i), sq]
  have swapped : (∑ i, ∑ k, if k = i then (0 : ℝ) else ‖T k i‖ ^ 2) = ctWeight T := by
    unfold ctWeight
    exact Finset.sum_comm
  calc ∑ i, |(electronMatrix T i i).re - (holeMatrix T i i).re|
      ≤ ∑ i, ∑ k, ((if i = k then (0 : ℝ) else ‖T i k‖ ^ 2) +
          (if k = i then (0 : ℝ) else ‖T k i‖ ^ 2)) := by
        refine Finset.sum_le_sum fun i _ => ?_
        rw [diff i]
        refine (Finset.abs_sum_le_sum_abs _ _).trans (Finset.sum_le_sum fun k _ => ?_)
        -- the diagonal terms cancel
        by_cases h : i = k
        · subst h
          simp
        · rw [if_neg h, if_neg (Ne.symm h), abs_le]
          constructor <;> linarith [sq_nonneg ‖T k i‖, sq_nonneg ‖T i k‖]
    _ = 2 * ctWeight T := by
        simp only [Finset.sum_add_distrib]
        rw [swapped]
        change ctWeight T + ctWeight T = 2 * ctWeight T
        ring

end

end DifferenceDensityChargeResonance
```

Lean takes real parts because the diagonal entries have complex type, although their values are real. The step `diff` is the formula for $q_i$, the `calc` block applies the triangle inequality term by term, and `swapped` exchanges the order of summation in the second half.

As a numerical instance, take a hole fixed on the first fragment:

$$T=\begin{pmatrix}0.6&0.8\\0&0\end{pmatrix}.$$

The hole populations are $(1,0)$ and the electron populations $(0.36,0.64)$, so $q=(-0.64,0.64)$ and $\sum_i|q_i|=1.28$. The charge-transfer weight is $0.64$, and the bound holds with equality. For $T_2$ the left side is 0 and the right side is 2: the two opposite transfers cancel in the populations but add in the weight.

```lean
#print axioms DifferenceDensityChargeResonance.dimer_counterexample
#print axioms DifferenceDensityChargeResonance.dimer_every_weight
#print axioms DifferenceDensityChargeResonance.no_ctWeight_from_differenceDensity
#print axioms DifferenceDensityChargeResonance.net_transfer_le_ctWeight
```

```
'DifferenceDensityChargeResonance.dimer_counterexample' depends on axioms: [propext, Classical.choice, Quot.sound]
'DifferenceDensityChargeResonance.dimer_every_weight' depends on axioms: [propext, Classical.choice, Quot.sound]
'DifferenceDensityChargeResonance.no_ctWeight_from_differenceDensity' depends on axioms: [propext, Classical.choice, Quot.sound]
'DifferenceDensityChargeResonance.net_transfer_le_ctWeight' depends on axioms: [propext, Classical.choice, Quot.sound]
```
